# Blount's first and second moment identities for finitely supported Wannier amplitudes in one dimension

Take two cells, with $w(0)=a$ and $w(1)=b$. The vectors $a,b$ are arbitrary here; a Wannier function orthonormal to its lattice translates would also have $\langle a,b\rangle=0$ and $\|a\|^2+\|b\|^2=1$. The cell-periodic part of the Bloch function, called the Bloch function below for short, is $u(k)=a+e^{-ik}b$, with derivative $u'(k)=-ie^{-ik}b$, so

$$i\langle u,u'\rangle=e^{-ik}\langle a,b\rangle+\|b\|^2,\qquad \|u'\|^2=\|b\|^2 .$$

Over $[0,2\pi]$ the oscillating term averages to zero. Both averages equal $\|b\|^2$, which is $\sum_R R\|w(R)\|^2$ and also $\sum_R R^2\|w(R)\|^2$. For any finite set of cells, the derivative likewise supplies factors of $R$ and the average removes the cross terms.

## Amplitudes, Bloch functions and zone averages

In Lean 4 with Mathlib:

```lean
import Mathlib

open Complex (I)
open scoped ComplexConjugate InnerProductSpace Real

namespace BlountIdentities

noncomputable section

variable {E : Type*} [NormedAddCommGroup E] [InnerProductSpace ℂ E]
```

The amplitudes take values in `E`, any complex inner product space, including $\mathbb C^n$ with its usual inner product.

```lean
/-- The plane-wave phase `exp(-ikR)` of cell `R` at crystal momentum `k`. -/
def phase (R : ℤ) (k : ℝ) : ℂ := Complex.exp (-(I * (k : ℂ) * (R : ℂ)))
```

This is $e^{-ikR}$, with integer $R$ and lattice constant 1. The minus sign makes $i\,d/dk$ multiply by $+R$.

```lean
/-- The lattice Fourier sum of the amplitudes `f` over a finite set `S` of cells. -/
def blochSum (S : Finset ℤ) (f : ℤ → E) (k : ℝ) : E := ∑ R ∈ S, phase R k • f R
```

For a finite set $S$, this is $\sum_{R\in S}e^{-ikR}f(R)$. The symbol `•` is scalar multiplication.

```lean
/-- The Bloch function `u(k) = ∑ exp(-ikR) w(R)` of finitely supported Wannier amplitudes `w`. -/
def bloch (w : ℤ →₀ E) (k : ℝ) : E := blochSum w.support w k
```

The type `ℤ →₀ E` contains functions that are nonzero at only finitely many integers. Summing over `w.support` therefore loses nothing. Position means the cell index; displacements within a cell are ignored.

```lean
/-- The average over the Brillouin zone `[0, 2π]`. -/
def bzAverage {F : Type*} [NormedAddCommGroup F] [NormedSpace ℝ F] (f : ℝ → F) : F :=
  (2 * π)⁻¹ • ∫ k in (0 : ℝ)..(2 * π), f k
```

This is $\frac1{2\pi}\int_0^{2\pi}f(k)\,dk$, used below for real and complex values.

```lean
/-- The real part of the Brillouin-zone average of `i⟨u, u'⟩`. -/
def berryCentre (w : ℤ →₀ E) : ℝ :=
  (bzAverage fun k => I * ⟪bloch w k, deriv (bloch w) k⟫_ℂ).re
```

For amplitudes of total weight one, this is the Wannier centre. When $\|u(k)\|=1$ for every $k$, $i\langle u,u'\rangle$ is the Berry connection, hence the name. The first moment identity below shows that the average is already real.

## Orthogonal phases and Parseval

```lean
/-- The product of a conjugate phase and a phase is a plane wave in the difference of cells. -/
lemma phase_conj_mul (R R' : ℤ) (k : ℝ) :
    conj (phase R k) * phase R' k = Complex.exp ((I * ((R : ℂ) - (R' : ℂ))) * (k : ℂ)) := by
  unfold phase
  rw [← Complex.exp_conj, ← Complex.exp_add]
  congr 1
  simp only [map_neg, map_mul, Complex.conj_I, Complex.conj_ofReal, map_intCast]
  ring
```

The inner product is conjugate-linear in its first slot, so overlaps contain $\overline{e^{-ikR}}\,e^{-ikR'}=e^{ik(R-R')}$.

```lean
/-- The phases of different cells are orthonormal under the Brillouin-zone average. -/
theorem phase_orthogonality (R R' : ℤ) :
    bzAverage (fun k => conj (phase R k) * phase R' k) = if R = R' then 1 else 0 := by
  simp only [bzAverage, phase_conj_mul]
  split_ifs with h
  · subst h
    have h2 : (2 * π : ℝ) ≠ 0 := by positivity
    simp only [sub_self, mul_zero, zero_mul, Complex.exp_zero, intervalIntegral.integral_const,
      sub_zero, smul_smul]
    rw [inv_mul_cancel₀ h2, one_smul]
  · have hc : I * ((R : ℂ) - (R' : ℂ)) ≠ 0 :=
      mul_ne_zero Complex.I_ne_zero (sub_ne_zero.mpr (by exact_mod_cast h))
    -- the plane wave returns to its initial value after one period
    have h1 : Complex.exp (I * ((R : ℂ) - (R' : ℂ)) * ((2 * π : ℝ) : ℂ)) = 1 :=
      Complex.exp_eq_one_iff.mpr ⟨R - R', by push_cast; ring⟩
    rw [integral_exp_mul_complex hc, h1]
    simp
```

For $R=R'$ the integrand is 1. Otherwise, with $n=R-R'\neq0$,

$$\frac1{2\pi}\int_0^{2\pi}e^{ikn}dk=\frac{e^{2\pi in}-1}{2\pi in}=0 .$$

`split_ifs` separates these cases, and `h1` states that $e^{2\pi in}=1$.

```lean
/-- Parseval: the averaged overlap of two lattice Fourier sums is the sum of the overlaps of
their amplitudes cell by cell. -/
theorem bloch_parseval (S : Finset ℤ) (f g : ℤ → E) :
    bzAverage (fun k => ⟪blochSum S f k, blochSum S g k⟫_ℂ) = ∑ R ∈ S, ⟪f R, g R⟫_ℂ := by
  have hexp : ∀ k, ⟪blochSum S f k, blochSum S g k⟫_ℂ =
      ∑ R ∈ S, ∑ R' ∈ S, conj (phase R k) * phase R' k * ⟪f R, g R'⟫_ℂ := by
    intro k
    unfold blochSum
    rw [sum_inner]
    refine Finset.sum_congr rfl fun R _ => ?_
    rw [inner_sum]
    refine Finset.sum_congr rfl fun R' _ => ?_
    rw [inner_smul_left, inner_smul_right]
    ring
  have hcont : ∀ R R' : ℤ,
      Continuous fun k : ℝ => conj (phase R k) * phase R' k * ⟪f R, g R'⟫_ℂ := by
    intro R R'
    simp only [phase_conj_mul]
    fun_prop
  simp only [hexp]
  unfold bzAverage
  rw [intervalIntegral.integral_finsetSum (fun R _ =>
    (continuous_finsetSum _ fun R' _ => hcont R R').intervalIntegrable _ _), Finset.smul_sum]
  refine Finset.sum_congr rfl fun R hR => ?_
  rw [intervalIntegral.integral_finsetSum (fun R' _ => (hcont R R').intervalIntegrable _ _),
    Finset.smul_sum]
  -- only the diagonal term survives the average
  have horth : ∀ R' : ℤ, (2 * π)⁻¹ • (∫ k in (0 : ℝ)..(2 * π),
      conj (phase R k) * phase R' k * ⟪f R, g R'⟫_ℂ) =
      (if R = R' then 1 else 0) * ⟪f R, g R'⟫_ℂ := by
    intro R'
    rw [intervalIntegral.integral_mul_const, ← phase_orthogonality R R', bzAverage,
      smul_mul_assoc]
  simp only [horth, ite_mul, one_mul, zero_mul, Finset.sum_ite_eq, hR, if_true]
```

Expanding both sums and averaging gives

$$\sum_{R,R'\in S}\langle f(R),g(R')\rangle\,\delta_{RR'}=\sum_{R\in S}\langle f(R),g(R)\rangle .$$

`hexp` is the expansion, `hcont` supplies the continuity used to exchange sum and integral, and `horth` inserts the Kronecker delta.

```lean
/-- The overlap of a state with itself is its squared norm. -/
lemma inner_self_ofReal (v : E) : ⟪v, v⟫_ℂ = ((‖v‖ ^ 2 : ℝ) : ℂ) :=
  (inner_self_eq_norm_sq_to_K v).trans (by push_cast; rfl)
```

This is $\langle v,v\rangle=\|v\|^2$, with the real right-hand side viewed as a complex number.

```lean
/-- The averaged squared norm of a lattice Fourier sum is the sum of the squared norms of its
amplitudes. -/
lemma parseval_norm (S : Finset ℤ) (f : ℤ → E) :
    bzAverage (fun k => ‖blochSum S f k‖ ^ 2) = ∑ R ∈ S, ‖f R‖ ^ 2 := by
  have h := bloch_parseval S f f
  simp only [inner_self_ofReal, bzAverage] at h
  rw [intervalIntegral.integral_ofReal, Complex.real_smul, ← Complex.ofReal_mul,
    ← Complex.ofReal_sum] at h
  exact Complex.ofReal_injective h
```

Setting $g=f$ in Parseval gives the version for squared norms.

## Position as a derivative

```lean
/-- The derivative of the phase `exp(-ikR)` in `k` is the phase times `-iR`. -/
lemma hasDerivAt_phase (R : ℤ) (k : ℝ) :
    HasDerivAt (phase R) (phase R k * (-(I * (R : ℂ)))) k := by
  have h0 : HasDerivAt (fun x : ℝ => (x : ℂ)) 1 k := by
    simpa using (hasDerivAt_id k).ofReal_comp
  have h : HasDerivAt (fun x : ℝ => -(I * (x : ℂ) * (R : ℂ))) (-(I * (R : ℂ))) k :=
    (((h0.const_mul I).mul_const (R : ℂ)).fun_neg).congr_deriv (by ring)
  exact h.cexp
```

`HasDerivAt` says that the derivative exists and has the stated value: $\frac{d}{dk}e^{-ikR}=-iR\,e^{-ikR}$.

```lean
/-- The Bloch function is differentiable in `k`, with the derivative taken term by term. -/
lemma hasDerivAt_bloch (w : ℤ →₀ E) (k : ℝ) :
    HasDerivAt (bloch w) (blochSum w.support (fun R => (-(I * (R : ℂ))) • w R) k) k := by
  have h : HasDerivAt (fun x : ℝ => ∑ R ∈ w.support, phase R x • w R)
      (∑ R ∈ w.support, (phase R k * (-(I * (R : ℂ)))) • w R) k :=
    HasDerivAt.fun_sum fun R _ => (hasDerivAt_phase R k).smul_const (w R)
  simp only [mul_smul] at h
  exact h
```

The sum is finite, so it may be differentiated term by term:

$$u'(k)=\sum_R e^{-ikR}(-iR)\,w(R).$$

```lean
/-- The operator `i d/dk` on Bloch functions multiplies the amplitude of cell `R` by `R`. -/
theorem position_eq_I_deriv (w : ℤ →₀ E) (k : ℝ) :
    I • deriv (bloch w) k = blochSum w.support (fun R => (R : ℂ) • w R) k := by
  rw [(hasDerivAt_bloch w k).deriv]
  unfold blochSum
  rw [Finset.smul_sum]
  refine Finset.sum_congr rfl fun R _ => ?_
  rw [smul_smul, smul_smul, smul_smul]
  congr 1
  linear_combination (-(phase R k * (R : ℂ))) * Complex.I_sq
```

Multiplying by $i$ and using $i(-iR)=R$ gives

$$iu'(k)=\sum_R e^{-ikR}R\,w(R).$$

## The moment identities

```lean
/-- First Blount identity: the average of `i⟨u, u'⟩` is the first moment `∑ R ‖w(R)‖²`. -/
theorem blount_first_moment (w : ℤ →₀ E) :
    bzAverage (fun k => I * ⟪bloch w k, deriv (bloch w) k⟫_ℂ) =
      ((∑ R ∈ w.support, (R : ℝ) * ‖w R‖ ^ 2 : ℝ) : ℂ) := by
  simp only [← inner_smul_right, position_eq_I_deriv]
  refine (bloch_parseval w.support w _).trans ?_
  rw [Complex.ofReal_sum]
  refine Finset.sum_congr rfl fun R _ => ?_
  rw [inner_smul_right, inner_self_ofReal]
  simp
```

Moving $i$ into the second slot and applying Parseval with $f(R)=w(R)$ and $g(R)=R\,w(R)$ gives

$$\frac1{2\pi}\int_0^{2\pi}i\langle u,u'\rangle\,dk=\sum_R\langle w(R),R\,w(R)\rangle=\sum_R R\|w(R)\|^2 .$$

No normalisation is assumed.

```lean
/-- The second moment about any real origin `c` is the average of `‖i u' - c u‖²`. -/
theorem second_moment_about (w : ℤ →₀ E) (c : ℝ) :
    bzAverage (fun k => ‖I • deriv (bloch w) k - (c : ℂ) • bloch w k‖ ^ 2) =
      ∑ R ∈ w.support, ((R : ℝ) - c) ^ 2 * ‖w R‖ ^ 2 := by
  have h : ∀ k, I • deriv (bloch w) k - (c : ℂ) • bloch w k =
      blochSum w.support (fun R => (((R : ℝ) - c : ℝ) : ℂ) • w R) k := by
    intro k
    rw [position_eq_I_deriv]
    simp only [bloch, blochSum, Finset.smul_sum, ← Finset.sum_sub_distrib]
    refine Finset.sum_congr rfl fun R _ => ?_
    push_cast
    module
  simp only [h]
  rw [parseval_norm]
  refine Finset.sum_congr rfl fun R _ => ?_
  rw [norm_smul, mul_pow, Complex.norm_real, Real.norm_eq_abs, sq_abs]
```

For real $c$, $iu'-cu=\sum_R e^{-ikR}(R-c)w(R)$. The norm form of Parseval then gives $\sum_R(R-c)^2\|w(R)\|^2$.

```lean
/-- Second Blount identity: the average of `‖u'‖²` is the second moment `∑ R² ‖w(R)‖²`. -/
theorem blount_second_moment (w : ℤ →₀ E) :
    bzAverage (fun k => ‖deriv (bloch w) k‖ ^ 2) =
      ∑ R ∈ w.support, (R : ℝ) ^ 2 * ‖w R‖ ^ 2 := by
  simpa [norm_smul] using second_moment_about w 0
```

Set $c=0$ and use $\|iu'\|=\|u'\|$.

## Spread and winding gauges

```lean
/-- For a normalised Wannier function, the spread about the Berry centre is the average of
`‖u'‖²` minus the square of that centre. -/
theorem wannier_spread (w : ℤ →₀ E) (hw : ∑ R ∈ w.support, ‖w R‖ ^ 2 = 1) :
    ∑ R ∈ w.support, ((R : ℝ) - berryCentre w) ^ 2 * ‖w R‖ ^ 2 =
      bzAverage (fun k => ‖deriv (bloch w) k‖ ^ 2) - berryCentre w ^ 2 := by
  have hc : berryCentre w = ∑ R ∈ w.support, (R : ℝ) * ‖w R‖ ^ 2 := by
    rw [berryCentre, blount_first_moment, Complex.ofReal_re]
  -- expand the square about an arbitrary origin
  have hexp : ∀ c : ℝ, ∑ R ∈ w.support, ((R : ℝ) - c) ^ 2 * ‖w R‖ ^ 2 =
      ∑ R ∈ w.support, (R : ℝ) ^ 2 * ‖w R‖ ^ 2
        - 2 * c * ∑ R ∈ w.support, (R : ℝ) * ‖w R‖ ^ 2
        + c ^ 2 * ∑ R ∈ w.support, ‖w R‖ ^ 2 := by
    intro c
    rw [Finset.mul_sum, Finset.mul_sum, ← Finset.sum_sub_distrib, ← Finset.sum_add_distrib]
    exact Finset.sum_congr rfl fun R _ => by ring
  rw [blount_second_moment, hexp, hw, ← hc]
  ring
```

The hypothesis `hw` gives the Wannier function total weight one; it does not require $\|u(k)\|=1$ at each $k$, the stronger condition met by a Wannier function orthonormal to its lattice translates. Write $c$ for the Berry centre, which is the first moment. Then

$$\sum_R(R-c)^2\|w(R)\|^2=\sum_R R^2\|w(R)\|^2-2c\cdot c+c^2=\frac1{2\pi}\int_0^{2\pi}\|u'\|^2dk-c^2 .$$

For a single occupied cell the spread is zero. In Wannier localisation, this expresses the spread of one function through $k$-derivatives, here for a one-dimensional lattice with position resolved only by cell.

```lean
/-- Under the gauge change `u(k) → exp(-ikm) u(k)` with integer `m`, the average of `i⟨u, u'⟩`
becomes the first moment with every cell displaced by `m`. -/
theorem winding_gauge_shift (w : ℤ →₀ E) (m : ℤ) :
    bzAverage (fun k => I * ⟪phase m k • bloch w k,
        deriv (fun x => phase m x • bloch w x) k⟫_ℂ) =
      ((∑ R ∈ w.support, ((R : ℝ) + m) * ‖w R‖ ^ 2 : ℝ) : ℂ) := by
  have hk : ∀ k, I * ⟪phase m k • bloch w k, deriv (fun x => phase m x • bloch w x) k⟫_ℂ =
      ⟪bloch w k, blochSum w.support (fun R => ((R : ℂ) + (m : ℂ)) • w R) k⟫_ℂ := by
    intro k
    have hd : HasDerivAt (fun x => phase m x • bloch w x)
        (phase m k • deriv (bloch w) k + (phase m k * (-(I * (m : ℂ)))) • bloch w k) k :=
      (hasDerivAt_phase m k).smul (hasDerivAt_bloch w k).differentiableAt.hasDerivAt
    have hs : blochSum w.support (fun R => ((R : ℂ) + (m : ℂ)) • w R) k =
        I • deriv (bloch w) k + (m : ℂ) • bloch w k := by
      rw [position_eq_I_deriv]
      simp only [bloch, blochSum, Finset.smul_sum, ← Finset.sum_add_distrib]
      exact Finset.sum_congr rfl fun R _ => by module
    have hp : conj (phase m k) * phase m k = 1 := by
      rw [phase_conj_mul]
      simp
    rw [hd.deriv, hs]
    simp only [inner_add_right, inner_smul_left, inner_smul_right]
    -- the phases cancel and the derivative of the gauge phase leaves the integer `m`
    linear_combination (I * ⟪bloch w k, deriv (bloch w) k⟫_ℂ
      + (m : ℂ) * ⟪bloch w k, bloch w k⟫_ℂ) * hp
      - (m : ℂ) * ⟪bloch w k, bloch w k⟫_ℂ * conj (phase m k) * phase m k * Complex.I_sq
  simp only [hk]
  refine (bloch_parseval w.support w _).trans ?_
  rw [Complex.ofReal_sum]
  refine Finset.sum_congr rfl fun R _ => ?_
  rw [inner_smul_right, inner_self_ofReal]
  simp

end

end BlountIdentities
```

Let $\tilde u=e^{-ikm}u$. The product rule gives $\tilde u'=e^{-ikm}(u'-imu)$, and the phases cancel in the overlap:

$$i\langle\tilde u,\tilde u'\rangle=i\langle u,u'\rangle+m\|u\|^2 .$$

The average is $\sum_R(R+m)\|w(R)\|^2$, so a normalised function has its centre moved by $m$ cells. In the proof, `hd` is the product rule, `hp` cancels the phases, and Parseval finishes. General $k$-dependent gauges are not treated.

A model with infinitely many cells would replace finite support by finite $\sum_R\|w(R)\|^2$ and $\sum_R R^2\|w(R)\|^2$. The derivative would then be taken in the weak, square-integrable sense, and Parseval would need a convergence argument.

```lean
#print axioms BlountIdentities.blount_second_moment
#print axioms BlountIdentities.wannier_spread
#print axioms BlountIdentities.winding_gauge_shift
```

```
'BlountIdentities.blount_second_moment' depends on axioms: [propext, Classical.choice, Quot.sound]
'BlountIdentities.wannier_spread' depends on axioms: [propext, Classical.choice, Quot.sound]
'BlountIdentities.winding_gauge_shift' depends on axioms: [propext, Classical.choice, Quot.sound]
```
